# A lower bound on Bogoliubov–de Gennes energies from the commutator with the pairing matrix

Take two orbitals with gaps of opposite sign, $D=\sigma_z$, and let nonmagnetic disorder $W=a\sigma_x$ with $a\ge 0$ scatter between them, with no other normal-state term. The Bogoliubov–de Gennes matrix

$$H=\begin{pmatrix}h&D\\D&-h\end{pmatrix},\qquad h=W,$$

has energies $\pm1\pm a$. At $a=1$ there are zero modes, although $D^2=1$ throughout. If the size of the pairing doesn't protect the gap, what property of the disorder tells me that it is safe?

## What enters the bound is the commutator with D

The norm of $C=hD-Dh$ is enough. If $h$ and $D$ are Hermitian and $D^2\ge d^2$, every eigenvalue satisfies $|E|^2\ge d^2-\|C\|$. In your example $\|C\|=2a$, so a gap is guaranteed for $a<1/2$; the actual closing comes later, at $a=1$.

To derive this, apply $H$ to $(u,v)$ and add the squared lengths of the components:

$$\|hu+Dv\|^2+\|Du-hv\|^2=\|hu\|^2+\|Du\|^2+\|hv\|^2+\|Dv\|^2+2\,\mathrm{Re}\big(\langle hu,Dv\rangle-\langle Du,hv\rangle\big).$$

Since $h$ and $D$ are Hermitian, the last bracket is $\langle u,hDv\rangle-\langle u,Dhv\rangle=\langle u,Cv\rangle$. Cauchy–Schwarz and $2\|u\|\|v\|\le\|u\|^2+\|v\|^2$ give

$$2\,\mathrm{Re}\langle u,Cv\rangle\ge-\|C\|\,(\|u\|^2+\|v\|^2).$$

Suppose $\|hx\|^2+\|Dx\|^2\ge G\|x\|^2$ for all $x$. For an eigenvector the left side of the expansion is $|E|^2(\|u\|^2+\|v\|^2)$, and dividing by the positive factor gives $|E|^2\ge G-\|C\|$. Because $\|Dx\|^2=\langle x,D^2x\rangle\ge d^2\|x\|^2$, we may take $G=d^2$.

Now let $h=h_0+W$, where the clean Hamiltonian $h_0$ commutes with $D$. Then $C=WD-DW$, and $\|C\|<d^2$ implies $|E|\ge\sqrt{d^2-\|C\|}>0$.

## Using the bound in a lattice calculation

With $D$ diagonal and real entries $\Delta_i$, the commutator has entries $W_{ij}(\Delta_j-\Delta_i)$, so scattering between equal gaps drops out. Its largest singular value and $d=\min_i|\Delta_i|$ bound the lowest $|E|$ for a given $D$ without diagonalising the doubled matrix. In a self-consistent calculation $D$ is the converged pairing matrix, and if $h_0$ does not commute with it, the commutator of the full $h$ is needed.

For example, let $h_0=D=\sigma_z$ and $W=\sigma_x/4$. Then $WD-DW=-\tfrac{i}{2}\sigma_y$ has norm $1/2$, and the bound is $|E|\ge\sqrt{1/2}\approx0.707$. Here $h^2+D^2=33/16$, and $H^2$ has eigenvalues $33/16\pm1/2$, so the lowest $|E|$ is $5/4$. Keeping $h^2$, with $G=33/16$, reproduces this value.

## What the Lean statements say

`V` is a complex inner product space, and `h` and `D` are bounded operators on it; `IsSymmetric` means Hermitian. For $n\times n$ matrices, take `V` to be Euclidean space. The norm of the commutator is the operator norm. `bdg h D` is $H$ acting on pairs, and `HasEigenvalue` requires a nonzero eigenvector, so in infinite dimension the continuous spectrum is not addressed. `E` is typed as complex, hence `‖E‖`.

The hole block $-h$ and Hermitian $D$ fix a time-reversal-symmetric setting with a suitable hole basis. Magnetic impurities are excluded: in that basis their term enters the hole block as $+W$, and they can close the gap even when $W$ commutes with $D$. The pairing is a given mean field, and $D^2\ge d^2$ with $d\ne0$ excludes zeros of the pairing everywhere, not only on the Fermi surface, while the eigenvalues of $D$ may have either sign.

## From the expansion to the disorder theorem

`bdg_norm_sq` is the expansion, with Hermiticity entering through `e1` and `e2`. In `eigenvalue_bound`, `c1` is Cauchy–Schwarz with the operator norm, `c3` is $\|C\|(\|u\|-\|v\|)^2\ge0$, and `pos` permits the division. `fitness_bound` drops $\|hx\|^2$, using `norm_sq_apply` to turn $\langle x,D^2x\rangle$ into $\|Dx\|^2$. `gap_survives_disorder` removes $h_0$ from the commutator and takes the root.

`bound_sharp` concerns the version with $G$. For anticommuting $h,D$ with $h^2=D^2=1$, the vector $(u,-Dhu)$ is a zero mode. The triangle inequality gives $\|C\|\le2$, and the bound at $E=0$ with $G=2$ gives $\|C\|\ge2$. The two witness theorems check the Pauli-matrix conditions for your case $a=1$ and for the numerical example.

```lean
import Mathlib

open scoped InnerProductSpace

namespace SuperconductingFitness

noncomputable section

variable {V : Type*} [NormedAddCommGroup V] [InnerProductSpace ℂ V]

/-- The Bogoliubov–de Gennes operator `[[h, D], [D, -h]]` with normal-state Hamiltonian `h`
and pairing operator `D`, acting on pairs of particle and hole amplitudes. -/
def bdg (h D : V →L[ℂ] V) : (V × V) →ₗ[ℂ] (V × V) where
  toFun ψ := (h ψ.1 + D ψ.2, D ψ.1 - h ψ.2)
  map_add' a b := by
    refine Prod.ext ?_ ?_ <;> simp only [Prod.fst_add, Prod.snd_add, map_add] <;> abel
  map_smul' c a := by
    refine Prod.ext ?_ ?_ <;> simp [smul_sub]

/-- For a Hermitian operator `A`, the squared length of `A x` is the real part of the inner product
of `x` with `A² x`; `x` need not be normalised. -/
theorem norm_sq_apply {A : V →L[ℂ] V} (hA : (A : V →ₗ[ℂ] V).IsSymmetric) (x : V) :
    ‖A x‖ ^ 2 = (⟪x, A (A x)⟫_ℂ).re := by
  have e : ⟪A x, A x⟫_ℂ = ⟪x, A (A x)⟫_ℂ := hA x (A x)
  rw [← e]
  exact (inner_self_eq_norm_sq (𝕜 := ℂ) (A x)).symm

/-- For Hermitian `h` and `D`, the squared length of the image of `(u, v)` under the
Bogoliubov–de Gennes operator is a sum of diagonal terms and one cross term, which contains
only the commutator of `h` and `D`. -/
theorem bdg_norm_sq {h D : V →L[ℂ] V} (hh : (h : V →ₗ[ℂ] V).IsSymmetric)
    (hD : (D : V →ₗ[ℂ] V).IsSymmetric) (u v : V) :
    ‖(bdg h D (u, v)).1‖ ^ 2 + ‖(bdg h D (u, v)).2‖ ^ 2 =
      (‖h u‖ ^ 2 + ‖D u‖ ^ 2) + (‖h v‖ ^ 2 + ‖D v‖ ^ 2)
        + 2 * (⟪u, (h * D - D * h) v⟫_ℂ).re := by
  have e1 : ⟪h u, D v⟫_ℂ = ⟪u, h (D v)⟫_ℂ := hh u (D v)
  have e2 : ⟪D u, h v⟫_ℂ = ⟪u, D (h v)⟫_ℂ := hD u (h v)
  have e3 : ⟪u, (h * D - D * h) v⟫_ℂ = ⟪u, h (D v)⟫_ℂ - ⟪u, D (h v)⟫_ℂ := by
    rw [← inner_sub_right]
    rfl
  have n1 : ‖h u + D v‖ ^ 2 = ‖h u‖ ^ 2 + 2 * (⟪h u, D v⟫_ℂ).re + ‖D v‖ ^ 2 :=
    norm_add_sq (𝕜 := ℂ) _ _
  have n2 : ‖D u - h v‖ ^ 2 = ‖D u‖ ^ 2 - 2 * (⟪D u, h v⟫_ℂ).re + ‖h v‖ ^ 2 :=
    norm_sub_sq (𝕜 := ℂ) _ _
  change ‖h u + D v‖ ^ 2 + ‖D u - h v‖ ^ 2 = _
  rw [n1, n2, e1, e2, e3, Complex.sub_re]
  ring

/-- If `h` and `D` are Hermitian and `h² + D² ≥ G`, every eigenvalue `E` of the
Bogoliubov–de Gennes operator satisfies `|E|² ≥ G - ‖hD - Dh‖`. -/
theorem eigenvalue_bound {h D : V →L[ℂ] V} (hh : (h : V →ₗ[ℂ] V).IsSymmetric)
    (hD : (D : V →ₗ[ℂ] V).IsSymmetric) {G : ℝ}
    (hG : ∀ x, G * ‖x‖ ^ 2 ≤ ‖h x‖ ^ 2 + ‖D x‖ ^ 2) {E : ℂ}
    (hE : Module.End.HasEigenvalue (bdg h D) E) :
    G - ‖h * D - D * h‖ ≤ ‖E‖ ^ 2 := by
  obtain ⟨⟨u, v⟩, hψ⟩ := hE.exists_hasEigenvector
  have key := bdg_norm_sq hh hD u v
  have l1 : ‖(E • (u, v) : V × V).1‖ = ‖E‖ * ‖u‖ := norm_smul E u
  have l2 : ‖(E • (u, v) : V × V).2‖ = ‖E‖ * ‖v‖ := norm_smul E v
  rw [hψ.apply_eq_smul, l1, l2] at key
  -- the cross term is controlled by the commutator norm
  have c1 : |(⟪u, (h * D - D * h) v⟫_ℂ).re| ≤ ‖u‖ * (‖h * D - D * h‖ * ‖v‖) :=
    (Complex.abs_re_le_norm _).trans ((norm_inner_le_norm _ _).trans
      (mul_le_mul_of_nonneg_left ((h * D - D * h).le_opNorm v) (norm_nonneg u)))
  have c2 := (abs_le.1 c1).1
  have c3 := mul_nonneg (norm_nonneg (h * D - D * h)) (sq_nonneg (‖u‖ - ‖v‖))
  -- an eigenvector has positive length
  have pos : 0 < ‖u‖ ^ 2 + ‖v‖ ^ 2 := by
    by_cases hu : u = 0
    · have hv : v ≠ 0 := fun hv => hψ.2 (by rw [hu, hv]; rfl)
      have := norm_pos_iff.2 hv
      positivity
    · have := norm_pos_iff.2 hu
      positivity
  refine le_of_mul_le_mul_right ?_ pos
  linarith [hG u, hG v]

/-- Superconducting fitness bound: if `h` and `D` are Hermitian and `D² ≥ d²`, every eigenvalue
`E` of the Bogoliubov–de Gennes operator satisfies `|E|² ≥ d² - ‖hD - Dh‖`. -/
theorem fitness_bound {h D : V →L[ℂ] V} (hh : (h : V →ₗ[ℂ] V).IsSymmetric)
    (hD : (D : V →ₗ[ℂ] V).IsSymmetric) {d : ℝ}
    (hd : ∀ x, d ^ 2 * ‖x‖ ^ 2 ≤ (⟪x, D (D x)⟫_ℂ).re) {E : ℂ}
    (hE : Module.End.HasEigenvalue (bdg h D) E) :
    d ^ 2 - ‖h * D - D * h‖ ≤ ‖E‖ ^ 2 := by
  refine eigenvalue_bound hh hD (fun x => ?_) hE
  have := hd x
  rw [← norm_sq_apply hD] at this
  linarith [sq_nonneg ‖h x‖]

/-- Let the clean Hamiltonian `h₀`, the disorder `W` and the pairing `D` be Hermitian, with `h₀`
commuting with `D` and `D² ≥ d²`. If `‖WD - DW‖ < d²`, all eigenvalues of the disordered
superconductor keep at least the positive distance `√(d² - ‖WD - DW‖)` from zero. -/
theorem gap_survives_disorder {h₀ W D : V →L[ℂ] V} (hh : (h₀ : V →ₗ[ℂ] V).IsSymmetric)
    (hW : (W : V →ₗ[ℂ] V).IsSymmetric) (hD : (D : V →ₗ[ℂ] V).IsSymmetric)
    (hc : h₀ * D = D * h₀) {d : ℝ}
    (hd : ∀ x, d ^ 2 * ‖x‖ ^ 2 ≤ (⟪x, D (D x)⟫_ℂ).re)
    (small : ‖W * D - D * W‖ < d ^ 2) :
    0 < √(d ^ 2 - ‖W * D - D * W‖) ∧
      ∀ E : ℂ, Module.End.HasEigenvalue (bdg (h₀ + W) D) E →
        √(d ^ 2 - ‖W * D - D * W‖) ≤ ‖E‖ := by
  refine ⟨Real.sqrt_pos.2 (sub_pos.2 small), fun E hE => ?_⟩
  have hs : ((h₀ + W : V →L[ℂ] V) : V →ₗ[ℂ] V).IsSymmetric := hh.add hW
  -- only the disorder contributes to the commutator
  have e : (h₀ + W) * D - D * (h₀ + W) = W * D - D * W := by
    rw [add_mul, mul_add, hc]
    abel
  have b := fitness_bound hs hD hd hE
  rw [e] at b
  exact Real.sqrt_le_iff.2 ⟨norm_nonneg E, b⟩

/-- Sharpness of `eigenvalue_bound`: for anticommuting Hermitian `h` and `D` with
`h² = D² = 1` on a nonzero space, `h² + D² = 2`, the commutator has norm exactly `2`, and zero
is an eigenvalue of the Bogoliubov–de Gennes operator. -/
theorem bound_sharp [Nontrivial V] {h D : V →L[ℂ] V} (hh : (h : V →ₗ[ℂ] V).IsSymmetric)
    (hD : (D : V →ₗ[ℂ] V).IsSymmetric) (h2 : h * h = 1) (D2 : D * D = 1)
    (anti : h * D = -(D * h)) :
    (∀ x, ‖h x‖ ^ 2 + ‖D x‖ ^ 2 = 2 * ‖x‖ ^ 2) ∧ ‖h * D - D * h‖ = 2 ∧
      Module.End.HasEigenvalue (bdg h D) 0 := by
  have a1 : ∀ x, h (h x) = x := fun x => DFunLike.congr_fun h2 x
  have a2 : ∀ x, D (D x) = x := fun x => DFunLike.congr_fun D2 x
  have a3 : ∀ x, h (D x) = -D (h x) := fun x => DFunLike.congr_fun anti x
  have self : ∀ x : V, (⟪x, x⟫_ℂ).re = ‖x‖ ^ 2 := fun x => inner_self_eq_norm_sq (𝕜 := ℂ) x
  have s1 : ∀ x, ‖h x‖ ^ 2 = ‖x‖ ^ 2 := fun x => by rw [norm_sq_apply hh, a1, self]
  have s2 : ∀ x, ‖D x‖ ^ 2 = ‖x‖ ^ 2 := fun x => by rw [norm_sq_apply hD, a2, self]
  have i1 : ∀ x, ‖h x‖ = ‖x‖ := fun x =>
    (sq_eq_sq₀ (norm_nonneg _) (norm_nonneg _)).1 (s1 x)
  have i2 : ∀ x, ‖D x‖ = ‖x‖ := fun x =>
    (sq_eq_sq₀ (norm_nonneg _) (norm_nonneg _)).1 (s2 x)
  have sum : ∀ x, ‖h x‖ ^ 2 + ‖D x‖ ^ 2 = 2 * ‖x‖ ^ 2 := fun x => by
    rw [s1, s2]
    ring
  -- the zero mode is (u, -D h u)
  have zero : Module.End.HasEigenvalue (bdg h D) 0 := by
    obtain ⟨u, hu⟩ := exists_ne (0 : V)
    refine Module.End.hasEigenvalue_of_hasEigenvector (x := (u, -D (h u)))
      ⟨Module.End.mem_eigenspace_iff.2 ?_, fun h0 => hu (congrArg Prod.fst h0)⟩
    rw [zero_smul]
    change (h u + D (-D (h u)), D u - h (-D (h u))) = ((0, 0) : V × V)
    rw [map_neg, map_neg, a2, a3, a1]
    simp
  refine ⟨sum, le_antisymm ?_ ?_, zero⟩
  · refine ContinuousLinearMap.opNorm_le_bound _ (by norm_num) (fun x => ?_)
    change ‖h (D x) - D (h x)‖ ≤ 2 * ‖x‖
    have t := norm_sub_le (h (D x)) (D (h x))
    rw [i1, i2, i2, i1] at t
    linarith
  · -- the zero mode and the general bound force a large commutator
    have b := eigenvalue_bound hh hD (fun x => (sum x).ge) zero
    rw [norm_zero] at b
    linarith

/-- The Pauli matrix `σx` as an operator on two-component amplitudes. -/
def pauliX : EuclideanSpace ℂ (Fin 2) →L[ℂ] EuclideanSpace ℂ (Fin 2) :=
  Matrix.toEuclideanCLM (n := Fin 2) (𝕜 := ℂ) !![0, 1; 1, 0]

/-- The Pauli matrix `σz` as an operator on two-component amplitudes. -/
def pauliZ : EuclideanSpace ℂ (Fin 2) →L[ℂ] EuclideanSpace ℂ (Fin 2) :=
  Matrix.toEuclideanCLM (n := Fin 2) (𝕜 := ℂ) !![1, 0; 0, -1]

/-- The Pauli matrices `σx` and `σz` are Hermitian, square to one and anticommute. -/
theorem bound_sharp_witness :
    (pauliX : EuclideanSpace ℂ (Fin 2) →ₗ[ℂ] EuclideanSpace ℂ (Fin 2)).IsSymmetric ∧
    (pauliZ : EuclideanSpace ℂ (Fin 2) →ₗ[ℂ] EuclideanSpace ℂ (Fin 2)).IsSymmetric ∧
    pauliX * pauliX = 1 ∧ pauliZ * pauliZ = 1 ∧ pauliX * pauliZ = -(pauliZ * pauliX) := by
  have x1 : star (!![0, 1; 1, 0] : Matrix (Fin 2) (Fin 2) ℂ) = !![0, 1; 1, 0] := by
    ext i j; fin_cases i <;> fin_cases j <;> simp [Matrix.star_apply]
  have z1 : star (!![1, 0; 0, -1] : Matrix (Fin 2) (Fin 2) ℂ) = !![1, 0; 0, -1] := by
    ext i j; fin_cases i <;> fin_cases j <;> simp [Matrix.star_apply]
  have x2 : (!![0, 1; 1, 0] : Matrix (Fin 2) (Fin 2) ℂ) * !![0, 1; 1, 0] = 1 := by
    ext i j; fin_cases i <;> fin_cases j <;> simp [Matrix.mul_apply, Fin.sum_univ_succ]
  have z2 : (!![1, 0; 0, -1] : Matrix (Fin 2) (Fin 2) ℂ) * !![1, 0; 0, -1] = 1 := by
    ext i j; fin_cases i <;> fin_cases j <;> simp [Matrix.mul_apply, Fin.sum_univ_succ]
  have xz : (!![0, 1; 1, 0] : Matrix (Fin 2) (Fin 2) ℂ) * !![1, 0; 0, -1] =
      -(!![1, 0; 0, -1] * !![0, 1; 1, 0]) := by
    ext i j; fin_cases i <;> fin_cases j <;> simp [Matrix.mul_apply, Fin.sum_univ_succ]
  refine ⟨ContinuousLinearMap.isSelfAdjoint_iff_isSymmetric.1 ?_,
    ContinuousLinearMap.isSelfAdjoint_iff_isSymmetric.1 ?_, ?_, ?_, ?_⟩
  · rw [IsSelfAdjoint, pauliX, ← map_star, x1]
  · rw [IsSelfAdjoint, pauliZ, ← map_star, z1]
  · rw [pauliX, ← map_mul, x2, map_one]
  · rw [pauliZ, ← map_mul, z2, map_one]
  · rw [pauliX, pauliZ, ← map_mul, xz, map_neg, map_mul]

/-- With pairing `σz` and disorder `σx / 4`, the disorder is Hermitian, the pairing satisfies
`D² ≥ 1`, and the commutator of disorder and pairing has norm `1/2`. -/
theorem gap_survives_disorder_witness :
    (((1 / 4 : ℂ) • pauliX : EuclideanSpace ℂ (Fin 2) →L[ℂ] EuclideanSpace ℂ (Fin 2)) :
      EuclideanSpace ℂ (Fin 2) →ₗ[ℂ] EuclideanSpace ℂ (Fin 2)).IsSymmetric ∧
    (∀ x, (1 : ℝ) ^ 2 * ‖x‖ ^ 2 ≤ (⟪x, pauliZ (pauliZ x)⟫_ℂ).re) ∧
    ‖((1 / 4 : ℂ) • pauliX) * pauliZ - pauliZ * ((1 / 4 : ℂ) • pauliX)‖ = 1 / 2 := by
  obtain ⟨hX, hZ, x2, z2, xz⟩ := bound_sharp_witness
  refine ⟨fun x y => ?_, fun x => ?_, ?_⟩
  · have e : ⟪pauliX x, y⟫_ℂ = ⟪x, pauliX y⟫_ℂ := hX x y
    change ⟪(1 / 4 : ℂ) • pauliX x, y⟫_ℂ = ⟪x, (1 / 4 : ℂ) • pauliX y⟫_ℂ
    have c : (starRingEnd ℂ) (1 / 4 : ℂ) = 1 / 4 := by
      simpa only [Complex.ofReal_div, Complex.ofReal_one, Complex.ofReal_ofNat] using
        Complex.conj_ofReal (1 / 4)
    rw [inner_smul_left, inner_smul_right, e, c]
  · have a : pauliZ (pauliZ x) = x := DFunLike.congr_fun z2 x
    have s : (⟪x, x⟫_ℂ).re = ‖x‖ ^ 2 := inner_self_eq_norm_sq (𝕜 := ℂ) x
    rw [a, s]
    linarith
  · have f : ((1 / 4 : ℂ) • pauliX) * pauliZ - pauliZ * ((1 / 4 : ℂ) • pauliX) =
        (1 / 4 : ℂ) • (pauliX * pauliZ - pauliZ * pauliX) := by
      rw [smul_mul_assoc, mul_smul_comm]
      exact (smul_sub (1 / 4 : ℂ) (pauliX * pauliZ) (pauliZ * pauliX)).symm
    have n : ‖(1 / 4 : ℂ) • (pauliX * pauliZ - pauliZ * pauliX)‖ =
        ‖(1 / 4 : ℂ)‖ * ‖pauliX * pauliZ - pauliZ * pauliX‖ := norm_smul _ _
    rw [f, n, (bound_sharp hX hZ x2 z2 xz).2.1]
    norm_num

end

end SuperconductingFitness
```

```lean
#print axioms SuperconductingFitness.gap_survives_disorder
#print axioms SuperconductingFitness.bound_sharp
```

```
'SuperconductingFitness.gap_survives_disorder' depends on axioms: [propext, Classical.choice, Quot.sound]
'SuperconductingFitness.bound_sharp' depends on axioms: [propext, Classical.choice, Quot.sound]
```
